# The von Weizsäcker identity fails for a spinor of Dirac 1s form

A: Here are the conventions, in units with $\hbar=m=1$. A point is $x=(x_0,x_1,x_2)\in\mathbb R^3$, indexed from zero as in Lean, and $r=\sqrt{\sum_i x_i^2}$ is written out as `rad`. With $e_j$ the unit vector along axis $j$, the partial derivative $\partial_j$ of a field at $x$ is the derivative at $t=0$ along the line $x+te_j$; these are `pd` and `shift`.

```lean
import Mathlib

open Matrix Complex

namespace DiracWeizsaecker

noncomputable section

/-- Distance `r = |x|` from the origin. -/
def rad (x : Fin 3 → ℝ) : ℝ := Real.sqrt (∑ i, x i ^ 2)

/-- The point `x` displaced by `t` along the Cartesian axis `j`. -/
def shift (x : Fin 3 → ℝ) (j : Fin 3) (t : ℝ) : Fin 3 → ℝ :=
  x + t • (Pi.single j 1 : Fin 3 → ℝ)

/-- Partial derivative `∂_j F` at `x`. -/
def pd {E : Type} [NormedAddCommGroup E] [NormedSpace ℝ E] (F : (Fin 3 → ℝ) → E)
    (j : Fin 3) (x : Fin 3 → ℝ) : E :=
  deriv (fun t => F (shift x j t)) 0
```

The Pauli matrices are indexed the same way, so `pauli 0`, `pauli 1`, `pauli 2` are $\sigma_x,\sigma_y,\sigma_z$; I write them $\sigma_0,\sigma_1,\sigma_2$, and $\sigma_0$ is not the identity. For a real vector $v$, $\sigma\cdot v=\sum_i v_i\sigma_i$.

```lean
/-- The Pauli matrices. -/
def pauli : Fin 3 → Matrix (Fin 2) (Fin 2) ℂ :=
  ![!![0, 1; 1, 0], !![0, -I; I, 0], !![1, 0; 0, -1]]

/-- The matrix `σ·v` for a real vector `v`. -/
def sigmaDot (v : Fin 3 → ℝ) : Matrix (Fin 2) (Fin 2) ℂ := ∑ i, (v i : ℂ) • pauli i
```

For a constant two-spinor $\chi\in\mathbb C^2$ and real radial functions $G,F$, the four-spinor is
$$\psi(x)=\Big(G(r)\,\chi,\; iF(r)\,\frac{\sigma\cdot x}{r}\,\chi\Big).$$
Its components $\psi_a$ carry the index type `Fin 2 ⊕ Fin 2`, large components on the left and small ones on the right. The 1s form is the case $G=f$, $F=kf$, with $f$ one radial function and $k$ a real constant.

```lean
/-- The four-spinor `(G(r) χ, i F(r) (σ·x/r) χ)`. -/
def spinor (G F : ℝ → ℝ) (χ : Fin 2 → ℂ) (x : Fin 3 → ℝ) : Fin 2 ⊕ Fin 2 → ℂ :=
  Sum.elim (fun a => (G (rad x) : ℂ) * χ a)
    (fun a => I * ((F (rad x) / rad x : ℝ) : ℂ) * (sigmaDot x *ᵥ χ) a)

/-- The four-spinor `(f(r) χ, i k f(r) (σ·x/r) χ)` with proportional radial functions, for an arbitrary real function `f` and real constant `k`; no equation is imposed on it. -/
def dirac1s (f : ℝ → ℝ) (k : ℝ) (χ : Fin 2 → ℂ) : (Fin 3 → ℝ) → Fin 2 ⊕ Fin 2 → ℂ :=
  spinor f (fun s => k * f s) χ
```

The three densities are
$$n=\sum_a|\psi_a|^2,\qquad \tau=\tfrac12\sum_j\sum_a|\partial_j\psi_a|^2,\qquad \tau_W=\frac{|\nabla n|^2}{8n},$$
where `normSq` is the squared modulus. The von Weizsäcker identity is $\tau=\tau_W$. It holds for one real orbital $\varphi$ wherever $\varphi\neq0$, because $n=\varphi^2$ gives $|\nabla n|^2=4\varphi^2|\nabla\varphi|^2$.

```lean
/-- Density `n = Σ_a |ψ_a|²` of a four-spinor field. -/
def density (ψ : (Fin 3 → ℝ) → Fin 2 ⊕ Fin 2 → ℂ) (x : Fin 3 → ℝ) : ℝ :=
  ∑ a, normSq (ψ x a)

/-- Half the summed squared gradients of the four components, `τ = ½ Σ_a |∇ψ_a|²`. -/
def tau (ψ : (Fin 3 → ℝ) → Fin 2 ⊕ Fin 2 → ℂ) (x : Fin 3 → ℝ) : ℝ :=
  1 / 2 * ∑ j, ∑ a, normSq (pd (fun y => ψ y a) j x)

/-- The von Weizsäcker kinetic energy density `|∇n|²/(8n)`. -/
def tauW (n : (Fin 3 → ℝ) → ℝ) (x : Fin 3 → ℝ) : ℝ := (∑ j, pd n j x ^ 2) / (8 * n x)
```

Q: I see no Dirac Hamiltonian, no nuclear charge and no speed of light. And your $\tau$ is not what the Dirac kinetic operator gives.

A: Both points are right. The spinor's shape is put in by definition, and nothing says that it solves an equation: $f$ is any function differentiable at the radius in question and $k$ is any real number. The quantity $\tau$ is the nonrelativistic squared-gradient expression summed over all four components, whereas the Dirac kinetic term is first order in the gradient. Every statement is pointwise, at one $x\neq0$. The only normalisation is $\sum_a|\chi_a|^2=1$, the hypothesis `hχ`; no integral of $n$ is fixed.

Q: Then let me see the derivation. What do you need before differentiating $\psi$?

A: Four facts. First, $x\neq0$ gives $r>0$ and $r^2=\sum_i x_i^2$, since a sum of squares with one nonzero term is positive.

```lean
variable {x : Fin 3 → ℝ} {χ : Fin 2 → ℂ} {G F : ℝ → ℝ} {G' F' : ℝ}

/-- Away from the origin `r > 0`, and `r² = Σ x_i²`. -/
theorem rad_pos (hx : x ≠ 0) : 0 < rad x ∧ rad x ^ 2 = ∑ i, x i ^ 2 := by
  have h0 : 0 ≤ ∑ i, x i ^ 2 := Finset.sum_nonneg fun _ _ => sq_nonneg _
  refine ⟨Real.sqrt_pos.2 ?_, Real.sq_sqrt h0⟩
  obtain ⟨i, hi⟩ := Function.ne_iff.1 hx
  have hi' : x i ≠ 0 := hi
  exact Finset.sum_pos' (fun _ _ => sq_nonneg _) ⟨i, Finset.mem_univ _, by positivity⟩
```

Second, for real $v$,
$$\sigma\cdot v=\begin{pmatrix}v_2 & v_0-iv_1\\ v_0+iv_1 & -v_2\end{pmatrix}.$$
This matrix is Hermitian and its square is $|v|^2$ times the identity, so $|(\sigma\cdot v)\chi|^2=\chi^\dagger(\sigma\cdot v)^2\chi=|v|^2|\chi|^2$. The lemma `norm_sigmaDot` establishes the same matrix entry by entry, then expands both sides in real and imaginary parts and lets `ring` compare them.

```lean
/-- For real `v`, `|(σ·v) χ|² = |v|² |χ|²`. -/
theorem norm_sigmaDot (v : Fin 3 → ℝ) (χ : Fin 2 → ℂ) :
    ∑ a, normSq ((sigmaDot v *ᵥ χ) a) = (∑ i, v i ^ 2) * ∑ a, normSq (χ a) := by
  have h : sigmaDot v = !![(v 2 : ℂ), v 0 - I * v 1; v 0 + I * v 1, -v 2] := by
    ext a b
    fin_cases a <;> fin_cases b <;> simp [sigmaDot, pauli, Fin.sum_univ_three] <;> ring
  rw [h]
  simp [mulVec, dotProduct, Fin.sum_univ_two, Fin.sum_univ_three, normSq_apply]
  ring
```

Third, $\partial_jx_i=\delta_{ij}$, the Kronecker delta being `Pi.single j 1` evaluated at $i$.

```lean
/-- The coordinates obey `∂_j x_i = δ_ij`. -/
theorem hasDerivAt_shift (x : Fin 3 → ℝ) (j i : Fin 3) :
    HasDerivAt (fun t => shift x j t i) ((Pi.single j 1 : Fin 3 → ℝ) i) 0 := by
  have h := ((hasDerivAt_id' (0 : ℝ)).mul_const
    ((Pi.single j 1 : Fin 3 → ℝ) i)).const_add (x i)
  rw [one_mul] at h
  exact h
```

Fourth, $\partial_j r^2=2x_j$, so $\partial_jr=x_j/r$ and, for a radial function $g$ with derivative $g'$ at $r$, $\partial_j g(r)=g'x_j/r$. In `hasDerivAt_radial` these three steps are `hs`, `hd` and the final composition; `hne` supplies $r^2\neq0$, which the derivative of the square root requires.

```lean
/-- Chain rule for a radial function away from the origin: `∂_j g(r) = g'(r) x_j / r`. -/
theorem hasDerivAt_radial (hx : x ≠ 0) {g : ℝ → ℝ} {g' : ℝ} (hg : HasDerivAt g g' (rad x))
    (j : Fin 3) : HasDerivAt (fun t => g (rad (shift x j t))) (g' * x j / rad x) 0 := by
  obtain ⟨hr, hsq⟩ := rad_pos hx
  have h0 : shift x j 0 = x := by simp [shift]
  have hs : HasDerivAt (fun t => ∑ i, shift x j t i ^ 2) (2 * x j) 0 :=
    (HasDerivAt.fun_sum (u := Finset.univ) fun i _ =>
      (hasDerivAt_shift x j i).fun_pow 2).congr_deriv (by simp [h0, Pi.single_apply])
  have hne : ∑ i, shift x j 0 i ^ 2 ≠ 0 := by
    rw [h0, ← hsq]; exact pow_ne_zero 2 hr.ne'
  have hd : HasDerivAt (fun t => rad (shift x j t)) (x j / rad x) 0 :=
    (hs.sqrt hne).congr_deriv (by simp only [h0, rad]; ring)
  exact (hg.comp_of_eq 0 hd (by simp only [h0])).congr_deriv (by ring)
```

Q: The density is then clear. The large part gives $G^2|\chi|^2$, the small part $(F/r)^2\,r^2|\chi|^2$, so $n=G^2+F^2$.

A: That is `density_spinor`: split the sum, pull out the radial factors, apply `norm_sigmaDot` with $v=x$, cancel $r^2$. It uses no differentiability of $G$ or $F$.

```lean
/-- For unit `χ` and `x ≠ 0` the density of the spinor is `G(r)² + F(r)²`. -/
theorem density_spinor (hx : x ≠ 0) (hχ : ∑ a, normSq (χ a) = 1) :
    density (spinor G F χ) x = G (rad x) ^ 2 + F (rad x) ^ 2 := by
  obtain ⟨hr, hsq⟩ := rad_pos hx
  have hne := hr.ne'
  simp only [density, Fintype.sum_sum_type, spinor, Sum.elim_inl, Sum.elim_inr, normSq_mul,
    normSq_I, normSq_ofReal, one_mul]
  rw [← Finset.mul_sum, ← Finset.mul_sum, norm_sigmaDot, hχ, ← hsq]
  field_simp
```

Q: For $\tau$ I would argue as follows. The matrix $\sigma\cdot x/r$ is unitary, so the small part has magnitude $|F|$ and its gradient should contribute $F'^2$. That gives $\tau=(G'^2+F'^2)/2$, and for $F=kG$ the identity survives.

A: That is the easy mistake. The magnitude depends on $r$ alone, but the direction in spin space turns with the direction of $x$, and $\tau$ differentiates components, not the magnitude. Let $G',F'$ be the derivatives at $r$. The large components give $\partial_j(G\chi)=G'(x_j/r)\chi$, and the squares sum to $G'^2$. Write the small part as $i(\sigma\cdot u)\chi$ with $u_i=h(r)x_i$ and $h=F/r$, so that $h'=(F'r-F)/r^2$. Then
$$w_{ji}=\partial_ju_i=h'\,\frac{x_jx_i}{r}+h\,\delta_{ij}.$$
The map $v\mapsto(\sigma\cdot v)\chi$ is linear and $\chi$ is constant, so $\partial_j$ of the small part is $i(\sigma\cdot w_j)\chi$, with $w_j$ the real vector of entries $w_{ji}$. Its squared norm is $\sum_i w_{ji}^2$. Summing over $j$, with $\sum_{ij}x_i^2x_j^2=r^4$, $\sum_{ij}x_ix_j\delta_{ij}=r^2$ and $\sum_{ij}\delta_{ij}^2=3$,
$$\sum_{ij}w_{ji}^2=h'^2r^2+2hh'r+3h^2=(h'r+h)^2+2h^2=F'^2+\frac{2F^2}{r^2},$$
because $h'r+h=F'$. Hence $\tau=\tfrac12(G'^2+F'^2)+F^2/r^2$, and the last term is the one you lost.

Q: Does the proof really differentiate the spinor, or does it assume that form of the gradient?

A: It differentiates. In `tau_spinor` the only analytic inputs are `hG` and `hF`, which say that $G$ and $F$ have derivatives $G'$, $F'$ at $r$. Then `hlin` is the linearity in $v$, `up` the large components, `hh` the quotient rule for $h$, and `hwd` the product rule showing that `w j i` is $\partial_ju_i$. The step `low` assembles the small components and `hj` gives the squared norm for each $j$. The first line of the `calc` shows $G'^2$ and my three terms with $x_0^2+x_1^2+x_2^2$ still unreplaced; the second substitutes $r^2$ and simplifies.

```lean
/-- For unit `χ` and `x ≠ 0`, `τ = (G'² + F'²)/2 + F²/r²`. -/
theorem tau_spinor (hx : x ≠ 0) (hχ : ∑ a, normSq (χ a) = 1)
    (hG : HasDerivAt G G' (rad x)) (hF : HasDerivAt F F' (rad x)) :
    tau (spinor G F χ) x = (G' ^ 2 + F' ^ 2) / 2 + F (rad x) ^ 2 / rad x ^ 2 := by
  obtain ⟨hr, hsq⟩ := rad_pos hx
  have hne := hr.ne'
  have h0 : ∀ j, shift x j 0 = x := fun j => by simp [shift]
  have hlin : ∀ (v : Fin 3 → ℝ) a,
      (sigmaDot v *ᵥ χ) a = ∑ i, (v i : ℂ) * (pauli i *ᵥ χ) a := by
    intro v a
    simp only [sigmaDot, Fin.sum_univ_three, Fin.sum_univ_two, mulVec, dotProduct,
      Matrix.add_apply, Matrix.smul_apply, smul_eq_mul]
    ring
  -- large components
  have up : ∀ j a, pd (fun y => spinor G F χ y (Sum.inl a)) j x
      = ((G' * x j / rad x : ℝ) : ℂ) * χ a := fun j a =>
    ((hasDerivAt_radial hx hG j).ofReal_comp.mul_const (χ a)).deriv
  -- small components: i (σ·u) χ with u = (F/r) x, and w j i = ∂_j u_i
  have hh : HasDerivAt (fun s => F s / s)
      ((F' * rad x - F (rad x) * 1) / rad x ^ 2) (rad x) :=
    hF.fun_div (hasDerivAt_id' _) hne
  obtain ⟨w, hw⟩ : ∃ w : Fin 3 → Fin 3 → ℝ, ∀ j i, w j i =
      (F' * rad x - F (rad x) * 1) / rad x ^ 2 * x j / rad x * x i
        + F (rad x) / rad x * (Pi.single j 1 : Fin 3 → ℝ) i := ⟨_, fun _ _ => rfl⟩
  have hwd : ∀ j i, HasDerivAt
      (fun t => F (rad (shift x j t)) / rad (shift x j t) * shift x j t i) (w j i) 0 :=
    fun j i => ((hasDerivAt_radial hx hh j).fun_mul (hasDerivAt_shift x j i)).congr_deriv
      (by simp only [hw, h0])
  have low : ∀ j a, pd (fun y => spinor G F χ y (Sum.inr a)) j x
      = I * (sigmaDot (w j) *ᵥ χ) a := by
    intro j a
    have h := (HasDerivAt.fun_sum (u := Finset.univ) fun i _ =>
      (hwd j i).ofReal_comp.mul_const ((pauli i *ᵥ χ) a)).const_mul I
    rw [hlin]
    refine Eq.trans ?_ h.deriv
    unfold pd
    congr 1
    funext t
    simp only [spinor, Sum.elim_inr, hlin, Fin.sum_univ_three]
    push_cast
    ring
  have hj : ∀ j, ∑ a, normSq (pd (fun y => spinor G F χ y a) j x)
      = (G' * x j / rad x) ^ 2 + ∑ i, w j i ^ 2 := by
    intro j
    rw [Fintype.sum_sum_type]
    simp only [up, low, normSq_mul, normSq_I, one_mul, normSq_ofReal]
    rw [← Finset.mul_sum, norm_sigmaDot, hχ]
    ring
  rw [Fin.sum_univ_three] at hsq
  unfold tau
  simp only [hj]
  simp only [hw, Fin.sum_univ_three, Pi.single_apply, Fin.reduceEq, if_true, if_false]
  calc _ = 1 / 2 * (G' ^ 2 * (x 0 ^ 2 + x 1 ^ 2 + x 2 ^ 2) / rad x ^ 2
        + ((F' * rad x - F (rad x)) / rad x ^ 2) ^ 2 * (x 0 ^ 2 + x 1 ^ 2 + x 2 ^ 2) ^ 2
          / rad x ^ 2
        + 2 * ((F' * rad x - F (rad x)) / rad x ^ 2) * (F (rad x) / rad x)
          * (x 0 ^ 2 + x 1 ^ 2 + x 2 ^ 2) / rad x + 3 * (F (rad x) / rad x) ^ 2) := by ring
    _ = _ := by rw [← hsq]; field_simp; ring
```

Q: For $\nabla n$ you differentiate $G^2+F^2$. But you proved $n=G^2+F^2$ at a point, and a value at a point has no gradient.

A: The density formula holds at every nonzero point, and that is what gets used. Along $x+te_j$ the radius is continuous at $t=0$ and nonzero there, so it stays nonzero for small $t$; this is `h2`. On that interval the two functions of $t$ agree, and `congr_of_eventuallyEq` transfers the derivative. So $\partial_jn=2(GG'+FF')\,x_j/r$, and $\sum_jx_j^2=r^2$ gives $|\nabla n|^2=4(GG'+FF')^2$.

```lean
/-- For unit `χ` and `x ≠ 0`, `|∇n|² = 4 (G G' + F F')²`. -/
theorem grad_density_sq (hx : x ≠ 0) (hχ : ∑ a, normSq (χ a) = 1)
    (hG : HasDerivAt G G' (rad x)) (hF : HasDerivAt F F' (rad x)) :
    ∑ j, pd (density (spinor G F χ)) j x ^ 2 = 4 * (G (rad x) * G' + F (rad x) * F') ^ 2 := by
  obtain ⟨hr, hsq⟩ := rad_pos hx
  have hne := hr.ne'
  have hn : HasDerivAt (fun s => G s ^ 2 + F s ^ 2)
      (2 * (G (rad x) * G' + F (rad x) * F')) (rad x) :=
    ((hG.fun_pow 2).fun_add (hF.fun_pow 2)).congr_deriv (by ring1)
  have hd : ∀ j, pd (density (spinor G F χ)) j x
      = 2 * (G (rad x) * G' + F (rad x) * F') * x j / rad x := by
    intro j
    have h0 : rad (shift x j 0) ≠ 0 := by simpa [shift] using hne
    -- near x the radius stays nonzero, so n = G² + F² there
    have h2 : ∀ᶠ t in nhds (0 : ℝ), rad (shift x j t) ≠ 0 :=
      (hasDerivAt_radial hx (hasDerivAt_id' (rad x)) j).continuousAt.eventually_ne h0
    unfold pd
    refine ((hasDerivAt_radial hx hn j).congr_of_eventuallyEq ?_).deriv
    filter_upwards [h2] with t ht
    exact density_spinor (by intro h; apply ht; rw [h]; simp [rad]) hχ
  rw [Fin.sum_univ_three] at hsq
  simp only [hd, Fin.sum_univ_three]
  calc _ = 4 * (G (rad x) * G' + F (rad x) * F') ^ 2 * (x 0 ^ 2 + x 1 ^ 2 + x 2 ^ 2)
        / rad x ^ 2 := by ring
    _ = _ := by rw [← hsq]; field_simp
```

Where $n\neq0$ this means $\tau_W=(GG'+FF')^2/(2n)$. The Lagrange identity
$$(G^2+F^2)(G'^2+F'^2)=(GG'+FF')^2+(GF'-FG')^2,$$
divided by $2n$, turns the expression for $\tau$ into
$$\tau=\tau_W+\frac{(GF'-FG')^2}{2(G^2+F^2)}+\frac{F^2}{r^2}.$$
In `tau_eq_tauW_add` the three earlier results are substituted, `congr 1` sets aside the common $F^2/r^2$, and `field_simp` with `ring` checks the Lagrange identity.

```lean
/-- For unit `χ`, `x ≠ 0`, derivatives `G'`, `F'` at `r` and `G² + F² ≠ 0` at `r`: `τ = τ_W + (G F' - F G')²/(2(G² + F²)) + F²/r²`. -/
theorem tau_eq_tauW_add (hx : x ≠ 0) (hχ : ∑ a, normSq (χ a) = 1)
    (hG : HasDerivAt G G' (rad x)) (hF : HasDerivAt F F' (rad x))
    (hn : G (rad x) ^ 2 + F (rad x) ^ 2 ≠ 0) :
    tau (spinor G F χ) x = tauW (density (spinor G F χ)) x
      + (G (rad x) * F' - F (rad x) * G') ^ 2 / (2 * (G (rad x) ^ 2 + F (rad x) ^ 2))
      + F (rad x) ^ 2 / rad x ^ 2 := by
  rw [tau_spinor hx hχ hG hF, tauW, grad_density_sq hx hχ hG hF, density_spinor hx hχ]
  congr 1
  field_simp
  ring
```

Q: So there are two excess terms, one from the changing ratio $F/G$ and one angular. For the 1s form the first should vanish.

A: It does: with $G=f$, $F=kf$ one has $GF'-FG'=kff'-kff'=0$. In words, `dirac1s_tau` says that for $x\neq0$, unit $\chi$, real $k$, and $f$ differentiable at $r$ with $f(r)\neq0$,
$$n=(1+k^2)f^2,\qquad \tau=\tau_W+\frac{k^2f^2}{r^2}.$$
The proof takes `deriv f` at $r$ as $G'$ and $k$ times it as $F'$, and obtains $n\neq0$ from `hf0`.

```lean
/-- For `dirac1s f k χ` with unit `χ`, `x ≠ 0`, `f` differentiable at `r` and `f(r) ≠ 0`: `n = (1 + k²) f²` and `τ = τ_W + k² f²/r²`. -/
theorem dirac1s_tau (hx : x ≠ 0) (hχ : ∑ a, normSq (χ a) = 1) {f : ℝ → ℝ} (k : ℝ)
    (hf : DifferentiableAt ℝ f (rad x)) (hf0 : f (rad x) ≠ 0) :
    density (dirac1s f k χ) x = (1 + k ^ 2) * f (rad x) ^ 2 ∧
    tau (dirac1s f k χ) x
      = tauW (density (dirac1s f k χ)) x + k ^ 2 * f (rad x) ^ 2 / rad x ^ 2 := by
  have hn : f (rad x) ^ 2 + (k * f (rad x)) ^ 2 ≠ 0 := by positivity
  have h := tau_eq_tauW_add hx hχ hf.hasDerivAt (hf.hasDerivAt.const_mul k) hn
  unfold dirac1s
  constructor
  · rw [density_spinor hx hχ]; ring
  · -- proportional radial functions: the cross term G F' - F G' vanishes
    rw [h]; ring
```

Q: Why insist on $f(r)\neq0$? The excess term is harmless at a node. And what happens at the nucleus?

A: At a node $n=0$ and $\tau_W$ is $0/0$, which Lean evaluates to zero; the right-hand side would vanish while `tau_spinor` gives $\tau=(1+k^2)f'^2/2$, so the formula would be false wherever $f'\neq0$. The origin is excluded by `hx`, since $x/r$ has no direction there, and no limit $r\to0$ is stated.

Q: "Fails" is vague. At $k=0$ the small components vanish and I am back to one real orbital times a constant spin function.

A: That is the limiting case, and there $n=f^2$ and $\tau=\tau_W=f'^2/2$. The last theorem makes the word precise: under the same hypotheses, $\tau=\tau_W$ if and only if $k=0$. If $k\neq0$ then $k^2f^2/r^2>0$ by `positivity`, which contradicts equality; if $k=0$ the term is zero. Combining the two parts of `dirac1s_tau`, the excess is $\frac{k^2}{1+k^2}\,n/r^2$, second order in $k$ for small $k$.

```lean
/-- For `dirac1s f k χ` with unit `χ`, `x ≠ 0`, `f` differentiable at `r` and `f(r) ≠ 0`, `τ = τ_W` at `x` holds exactly when `k = 0`. -/
theorem dirac1s_tau_eq_tauW_iff (hx : x ≠ 0) (hχ : ∑ a, normSq (χ a) = 1) {f : ℝ → ℝ} (k : ℝ)
    (hf : DifferentiableAt ℝ f (rad x)) (hf0 : f (rad x) ≠ 0) :
    tau (dirac1s f k χ) x = tauW (density (dirac1s f k χ)) x ↔ k = 0 := by
  have h := (dirac1s_tau hx hχ k hf hf0).2
  have hr := (rad_pos hx).1
  constructor
  · intro he
    by_contra hk
    have hk' : k ≠ 0 := hk
    have : 0 < k ^ 2 * f (rad x) ^ 2 / rad x ^ 2 := by positivity
    linarith
  · intro hk
    have : k ^ 2 * f (rad x) ^ 2 / rad x ^ 2 = 0 := by simp [hk]
    linarith

end

end DiracWeizsaecker
```

```lean
#print axioms DiracWeizsaecker.dirac1s_tau_eq_tauW_iff
-- 'DiracWeizsaecker.dirac1s_tau_eq_tauW_iff' depends on axioms: [propext, Classical.choice, Quot.sound]
```

Q: Could the failure be produced by your choice of $\tau$? Suppose I keep only the large components.

A: Then the conclusion changes. If $n$ and $\tau$ are both summed over the two large components alone, they are the densities of the $k=0$ spinor, and the identity holds whatever $k$ was; but that $n=f^2$ lacks the factor $1+k^2$ of the four-component density. So the theorem concerns the pairing of the full density with the squared gradients of all four components, and a differently defined relativistic $\tau$ needs its own calculation.

Q: And the link to real heavy atoms?

A: For $Z\alpha<1$, the Dirac ground state of a one-electron ion with point nucleus of charge $Z$ has this shape, with $k^2=(1-\gamma)/(1+\gamma)$, $\gamma=\sqrt{1-(Z\alpha)^2}$ and $\alpha$ the fine-structure constant, so $|k|$ grows with $Z$; that identification comes from solving the radial Dirac equations, which Lean has not been asked to check. The result bears on orbital-dependent functionals that read $\tau_W/\tau=1$ as the sign of a one-orbital region: for a single spinor of this form, with a constant ratio $k\neq0$ and this four-component $\tau$, the ratio lies below one at every point off the origin where $f$ is differentiable and nonzero.
